# The logarithmic change of variable z = ln r has the semiclassical error term −1/(4r²)

A change of variable z with positive slope z′ has the semiclassical amplitude (z′)^(−1/2) and the error term R = (z′)^(1/2) ((z′)^(−1/2))″. The lemma `langerError_log` states that for z = ln r this error term is −1/(4r²) at every real radius r > 0; no potential or energy enters. The proof checks that the logarithm is an admissible change of variable on the positive half-line and computes its first three derivatives. It then puts them into the general formula R = (3/4)(z″/z′)² − (1/2) z‴/z′, and leaves the remaining algebra to `linear_combination`, with the help of `hu : r⁻¹ * r = 1`.

In Lean, a first try:

```lean
import Mathlib

noncomputable section

namespace LangerErrorLog

/-- A change of variable `z` on an open set `I` of positions: three times continuously
differentiable, with positive slope. -/
structure IsStretching (z : ℝ → ℝ) (I : Set ℝ) : Prop where
  isOpen : IsOpen I
  contDiffOn : ContDiffOn ℝ 3 z I
  deriv_pos : ∀ x ∈ I, 0 < deriv z x

/-- The semiclassical amplitude `(z')^(-1/2)`, meant for `z' > 0`. -/
def amplitude (z : ℝ → ℝ) (x : ℝ) : ℝ := (√(deriv z x))⁻¹

/-- The error term `R = (z')^(1/2) ((z')^(-1/2))''`, meant for `z' > 0`. -/
def langerError (z : ℝ → ℝ) (x : ℝ) : ℝ :=
  √(deriv z x) * deriv (deriv (amplitude z)) x

variable {z : ℝ → ℝ} {I : Set ℝ} {x : ℝ}

/-- For a stretching `z`, the slope of the amplitude is `-(1/2) z'' (z')^(-3/2)`. -/
theorem hasDerivAt_amplitude (hz : IsStretching z I) (hx : x ∈ I) :
    HasDerivAt (amplitude z) (-(1 / 2) * deriv (deriv z) x * amplitude z x ^ 3) x := by
  have hp := hz.deriv_pos x hx
  have c2 : ContDiffOn ℝ 2 (deriv z) I :=
    hz.contDiffOn.deriv_of_isOpen hz.isOpen (by norm_num)
  have h2 : HasDerivAt (deriv z) (deriv (deriv z) x) x :=
    ((c2.differentiableOn (by norm_num)).differentiableAt
      (hz.isOpen.mem_nhds hx)).hasDerivAt
  have h := (h2.sqrt hp.ne').inv (Real.sqrt_pos.2 hp).ne'
  exact h.congr_deriv (by simp only [amplitude]; ring)

/-- For a stretching `z`, the second derivative of the amplitude is
`-(1/2) z''' (z')^(-3/2) + (3/4) (z'')² (z')^(-5/2)`. -/
theorem hasDerivAt_deriv_amplitude (hz : IsStretching z I) (hx : x ∈ I) :
    HasDerivAt (deriv (amplitude z))
      (-(1 / 2) * deriv (deriv (deriv z)) x * amplitude z x ^ 3
        + 3 / 4 * deriv (deriv z) x ^ 2 * amplitude z x ^ 5) x := by
  have c2 : ContDiffOn ℝ 2 (deriv z) I :=
    hz.contDiffOn.deriv_of_isOpen hz.isOpen (by norm_num)
  have c1 : ContDiffOn ℝ 1 (deriv (deriv z)) I :=
    c2.deriv_of_isOpen hz.isOpen (by norm_num)
  have h3 : HasDerivAt (deriv (deriv z)) (deriv (deriv (deriv z)) x) x :=
    ((c1.differentiableOn (by norm_num)).differentiableAt
      (hz.isOpen.mem_nhds hx)).hasDerivAt
  have hw := hasDerivAt_amplitude hz hx
  have hw3 : HasDerivAt (fun y => amplitude z y ^ 3) (3 * amplitude z x ^ 2 *
      (-(1 / 2) * deriv (deriv z) x * amplitude z x ^ 3)) x := by
    simpa using hw.fun_pow 3
  have h := (h3.const_mul (-(1 / 2) : ℝ)).fun_mul hw3
  refine (h.congr_of_eventuallyEq ?_).congr_deriv (by ring)
  -- the formula for the slope holds in a whole neighbourhood of `x`
  filter_upwards [hz.isOpen.mem_nhds hx] with y hy
  exact (hasDerivAt_amplitude hz hy).deriv

/-- For a stretching `z`, the error term is `R = (3/4) (z''/z')² - (1/2) z'''/z'`. -/
theorem langerError_eq (hz : IsStretching z I) (hx : x ∈ I) :
    langerError z x = 3 / 4 * (deriv (deriv z) x / deriv z x) ^ 2
      - 1 / 2 * (deriv (deriv (deriv z)) x / deriv z x) := by
  have hp := hz.deriv_pos x hx
  have hs0 : √(deriv z x) ≠ 0 := (Real.sqrt_pos.2 hp).ne'
  have hs : √(deriv z x) ^ 2 = deriv z x := Real.sq_sqrt hp.le
  unfold langerError
  rw [(hasDerivAt_deriv_amplitude hz hx).deriv]
  simp only [amplitude]
  generalize √(deriv z x) = s at *
  rw [← hs]
  linear_combination (-(1 / 2) * deriv (deriv (deriv z)) x * s⁻¹ ^ 2
    + 3 / 4 * deriv (deriv z) x ^ 2 * s⁻¹ ^ 4) * mul_inv_cancel₀ hs0

/-- The logarithmic change of variable `z = ln r` has the error term `R = -1/(4r²)` at
every radius `r > 0`. -/
theorem langerError_log {r : ℝ} (hr : 0 < r) : langerError Real.log r = -1 / (4 * r ^ 2) := by
  have h1 : deriv Real.log = fun y => y⁻¹ := Real.deriv_log'
  have hz : IsStretching Real.log (Set.Ioi 0) :=
    ⟨isOpen_Ioi, fun y hy => (Real.contDiffAt_log.2 (ne_of_gt hy)).contDiffWithinAt,
      fun y hy => by rw [h1]; exact inv_pos.2 hy⟩
  have h2 : deriv (fun y : ℝ => y⁻¹) = fun y => -(y ^ 2)⁻¹ := deriv_inv'
  have hu : r⁻¹ * r = 1 := inv_mul_cancel₀ hr.ne'
  have hsq : HasDerivAt (fun y : ℝ => y ^ 2) (2 * r) r := by simpa using hasDerivAt_pow 2 r
  have h3 : HasDerivAt (fun y : ℝ => -(y ^ 2)⁻¹) (2 * r⁻¹ ^ 3) r :=
    (hsq.inv (pow_ne_zero 2 hr.ne')).neg.congr_deriv
      (by linear_combination 2 * r⁻¹ ^ 3 * hu)
  rw [langerError_eq hz hr, h1, h2, h3.deriv]
  linear_combination r⁻¹ ^ 2 * (3 / 4 * (r⁻¹ * r) - 1 / 4) * hu

end LangerErrorLog
```

Compiling this gives:

```
Main.lean:87:2: error: ring failed, ring expressions not equal
r : ℝ
hr : 0 < r
h1 : deriv Real.log = fun y => y⁻¹
hz : IsStretching Real.log (Set.Ioi 0)
h2 : (deriv fun y => y⁻¹) = fun y => -(y ^ 2)⁻¹
hu : r⁻¹ * r = 1
hsq : HasDerivAt (fun y => y ^ 2) (2 * r) r
h3 : HasDerivAt (fun y => -(y ^ 2)⁻¹) (2 * r⁻¹ ^ 3) r
⊢ r * r⁻¹ ^ 3 + r ^ 2 * r⁻¹ ^ 4 * (-3 / 4) - r⁻¹ ^ 3 * r⁻¹⁻¹ + r⁻¹ ^ 4 * r⁻¹⁻¹ ^ 2 * (3 / 4) = 0
```

Cause. The message says that `ring`, which `linear_combination` calls for its final check, could not reduce the remaining expression to zero. The general formula divides by z′, which here is `r⁻¹`, so the goal contains divisions by an inverse. In the normal form that `ring` reached, these became factors of `r⁻¹⁻¹`, which it did not identify with `r`. The coefficient given for `hu` is written in `r` and `r⁻¹`, so its terms in `r` had nothing to cancel against. The four terms left in the message do cancel in pairs once `r⁻¹⁻¹` is replaced by `r`, so the coefficient itself was right.

The added `simp only` does this before the algebra starts: `div_eq_mul_inv` turns each division into multiplication by an inverse, which exposes `r⁻¹⁻¹`, and `inv_inv` rewrites that to `r`. The unchanged `linear_combination` line then closes the goal.

This version goes through:

```diff
@@ -85,4 +85,5 @@
       (by linear_combination 2 * r⁻¹ ^ 3 * hu)
   rw [langerError_eq hz hr, h1, h2, h3.deriv]
+  simp only [div_eq_mul_inv, inv_inv]
   linear_combination r⁻¹ ^ 2 * (3 / 4 * (r⁻¹ * r) - 1 / 4) * hu
 
```
